# Uniqueness of the three deformation potentials of a linear strain Hamiltonian on three states

The strain Hamiltonian is here a linear map `D` from symmetric real 3×3 strains e to real 3×3 matrices. It has deformation potentials a, b, c if, for every strain, its diagonal entries are a tr e + b e_ii and its off-diagonal entries are c e_ij. The theorem `potentials_unique` says that if two triples of potentials describe the same `D`, the triples are equal. The attempt compares the two descriptions on two test strains. A stretch of size 2 along x gives 2a = 2a' from the yy entry and 2a + 2b = 2a' + 2b' from the xx entry, and a shear with xy component 1 gives c = c'.

The first attempt, which Lean rejects:

```lean
import Mathlib

open Matrix

namespace PotentialsUnique

/-- Real 3×3 matrices, with rows and columns labelled by the cubic axes x, y, z. -/
abbrev Mat3 := Matrix (Fin 3) (Fin 3) ℝ

/-- The space of strains: symmetric real 3×3 matrices. -/
def Strain : Submodule ℝ Mat3 where
  carrier := {e | eᵀ = e}
  add_mem' := by
    intro x y hx hy
    simp only [Set.mem_ofPred_eq] at *
    rw [Matrix.transpose_add, hx, hy]
  zero_mem' := Matrix.transpose_zero
  smul_mem' := by
    intro r x hx
    simp only [Set.mem_ofPred_eq] at *
    rw [Matrix.transpose_smul, hx]

/-- `D` has deformation potentials `a`, `b`, `c`: its diagonal entries are
`a tr e + b e_ii` and its off-diagonal entries are `c e_ij`. -/
def HasPotentials (D : Strain →ₗ[ℝ] Mat3) (a b c : ℝ) : Prop :=
  ∀ e : Strain, (∀ i, D e i i = a * Matrix.trace e.1 + b * e.1 i i) ∧
    ∀ i j, i ≠ j → D e i j = c * e.1 i j

/-- The unit strain with equal `kl` and `lk` components; for `k = l` it is a stretch of
size 2 along axis `k`. -/
def unitStrain (k l : Fin 3) : Strain :=
  ⟨Matrix.of fun i j => (1 : Mat3) i k * (1 : Mat3) j l + (1 : Mat3) j k * (1 : Mat3) i l, by
    change Matrix.transpose _ = _
    ext i j
    simp only [Matrix.transpose_apply, Matrix.of_apply]
    ring⟩

/-- The three deformation potentials are determined by the strain Hamiltonian. -/
theorem potentials_unique {D : Strain →ₗ[ℝ] Mat3} {a b c a' b' c' : ℝ}
    (h : HasPotentials D a b c) (h' : HasPotentials D a' b' c') :
    a = a' ∧ b = b' ∧ c = c' := by
  have t : Matrix.trace (unitStrain 0 0).1 = 2 := by
    norm_num [unitStrain, Matrix.trace, Fin.sum_univ_three, Matrix.one_apply]
  have u0 : (unitStrain 0 0).1 0 0 = 2 := by norm_num [unitStrain, Matrix.one_apply]
  have u1 : (unitStrain 0 0).1 1 1 = 0 := by norm_num [unitStrain, Matrix.one_apply]
  have v : (unitStrain 0 1).1 0 1 = 1 := by norm_num [unitStrain, Matrix.one_apply]
  have e1 := ((h (unitStrain 0 0)).1 1).symm.trans ((h' (unitStrain 0 0)).1 1)
  have e0 := ((h (unitStrain 0 0)).1 0).symm.trans ((h' (unitStrain 0 0)).1 0)
  have e2 := ((h (unitStrain 0 1)).2 0 1 (by decide)).symm.trans
    ((h' (unitStrain 0 1)).2 0 1 (by decide))
  rw [t, u1] at e1
  rw [t, u0] at e0
  rw [v] at e2
  exact ⟨by linarith, by linarith, by linarith⟩

end PotentialsUnique
```

Lean reports:

```
Main.lean:42:50: error: unsolved goals
D : ↥Strain →ₗ[ℝ] Mat3
a b c a' b' c' : ℝ
h : HasPotentials D a b c
h' : HasPotentials D a' b' c'
⊢ ¬2 = 0
```

The error lies in the auxiliary fact `t`, that the stretch along x has trace 2. `norm_num` expands the trace into three diagonal entries, and `Matrix.one_apply` turns each entry of the identity matrix into a test of whether two indices are equal. What is left at the end is `¬2 = 0`.

The numerals in this goal are axis labels in `Fin 3`, not real numbers: it says that the z axis is not the x axis, so that the zz entry adds nothing to the trace. The statement is true, but `norm_num` with the given lemmas does not settle it, and Lean reports an unsolved goal.

The added `decide` takes over at that point. Equality in `Fin 3` is decidable, so Lean can evaluate the comparison and close the goal. The same tactic would not do for an inequality between real numbers.

After these edits no error is left:

```diff
@@ -42,4 +42,5 @@
   have t : Matrix.trace (unitStrain 0 0).1 = 2 := by
     norm_num [unitStrain, Matrix.trace, Fin.sum_univ_three, Matrix.one_apply]
+    decide
   have u0 : (unitStrain 0 0).1 0 0 = 2 := by norm_num [unitStrain, Matrix.one_apply]
   have u1 : (unitStrain 0 0).1 1 1 = 0 := by norm_num [unitStrain, Matrix.one_apply]
```
